# With N−1 co-moving electrons at bounded positions, r² times the radial Coulomb force tends to N−1

In atomic units, an electron at \(x\in\mathbb R^3\) is repelled by an electron at \(a\) with the force \((x-a)/\|x-a\|^3\). The other \(M=N-1\) electrons sit at positions \(a_i(x)\) that depend on \(x\), and the radial component of a force is its component along the outward unit vector \(x/\|x\|\). Throughout, \(r=\|x\|\), and the limit in the title is taken as \(r\to\infty\).

```lean
import Mathlib

open Filter Topology Bornology

namespace StrongCouplingTail

noncomputable section

/-- Three-dimensional Euclidean space. -/
abbrev Space3 := EuclideanSpace ℝ (Fin 3)

/-- Coulomb repulsion, in atomic units, on an electron at `x` from an electron at `a`,
for `x ≠ a`. -/
def coulombForce (x a : Space3) : Space3 := (‖x - a‖ ^ 3)⁻¹ • (x - a)

/-- Net Coulomb force on an electron at `x` from `M` co-moving electrons at `a i x`,
for `x` different from all `a i x`. -/
def netForce {M : ℕ} (a : Fin M → Space3 → Space3) (x : Space3) : Space3 :=
  ∑ i, coulombForce x (a i x)

/-- Component of the net force along the outward unit vector `x / ‖x‖`, for `x ≠ 0` and
`x` different from all `a i x`. -/
def radialForce {M : ℕ} (a : Fin M → Space3 → Space3) (x : Space3) : ℝ :=
  inner ℝ (‖x‖⁻¹ • x) (netForce a x)

/-- If the distance of one co-moving electron from the origin grows more slowly than `‖x‖`,
its force on the electron at `x`, times `‖x‖ ^ 2`, approaches the outward unit vector. -/
theorem coulombForce_asymptotics (a : Space3 → Space3)
    (ha : Tendsto (fun x => ‖a x‖ / ‖x‖) (cobounded Space3) (𝓝 0)) :
    Tendsto (fun x => ‖x‖ ^ 2 • coulombForce x (a x) - ‖x‖⁻¹ • x)
      (cobounded Space3) (𝓝 0) := by
  have hpos : ∀ᶠ x in cobounded Space3, 0 < ‖x‖ :=
    tendsto_norm_cobounded_atTop.eventually_gt_atTop 0
  -- the relative distance between the two electrons tends to one
  have hs : Tendsto (fun x => ‖x - a x‖ / ‖x‖) (cobounded Space3) (𝓝 1) := by
    have h : Tendsto (fun x => ‖x - a x‖ / ‖x‖ - 1) (cobounded Space3) (𝓝 0) := by
      refine squeeze_zero_norm' ?_ ha
      filter_upwards [hpos] with x hx
      have e : ‖x - a x‖ / ‖x‖ - 1 = (‖x - a x‖ - ‖x‖) / ‖x‖ := by
        rw [sub_div, div_self hx.ne']
      rw [e, Real.norm_eq_abs, abs_div, abs_of_pos hx]
      gcongr
      simpa using abs_norm_sub_norm_le (x - a x) x
    simpa using h.add_const 1
  have hk : Tendsto (fun x => ((‖x - a x‖ / ‖x‖) ^ 3)⁻¹) (cobounded Space3) (𝓝 1) := by
    have h := (hs.pow 3).inv₀ (by norm_num)
    rw [one_pow, inv_one] at h
    exact h
  have hb := (hk.sub_const 1).abs.add (hk.abs.mul ha)
  rw [show |(1 : ℝ) - 1| + |(1 : ℝ)| * 0 = 0 by norm_num] at hb
  refine squeeze_zero_norm' ?_ hb
  filter_upwards [hpos] with x hx
  have hn : ‖x‖ ≠ 0 := hx.ne'
  have c : ((‖x - a x‖ / ‖x‖) ^ 3)⁻¹ * ‖x‖⁻¹ = ‖x‖ ^ 2 * (‖x - a x‖ ^ 3)⁻¹ := by
    rw [div_pow, inv_div, div_eq_mul_inv]
    linear_combination (‖x‖ ^ 2 * (‖x - a x‖ ^ 3)⁻¹) * (mul_inv_cancel₀ hn)
  have hu : ‖‖x‖⁻¹ • x‖ = 1 := by
    rw [norm_smul, norm_inv, norm_norm, inv_mul_cancel₀ hn]
  have hw : ‖‖x‖⁻¹ • a x‖ = ‖a x‖ / ‖x‖ := by
    rw [norm_smul, norm_inv, norm_norm, div_eq_inv_mul]
  -- split the error into a change of strength and a displacement
  have key : ‖x‖ ^ 2 • coulombForce x (a x) - ‖x‖⁻¹ • x
      = (((‖x - a x‖ / ‖x‖) ^ 3)⁻¹ - 1) • (‖x‖⁻¹ • x)
        - ((‖x - a x‖ / ‖x‖) ^ 3)⁻¹ • (‖x‖⁻¹ • a x) := by
    rw [coulombForce, smul_smul, ← c]
    module
  rw [key]
  refine (norm_sub_le _ _).trans_eq ?_
  rw [norm_smul, hu, norm_smul, hw, mul_one, Real.norm_eq_abs, Real.norm_eq_abs]

/-- If all `M` co-moving electrons have distances from the origin that grow more slowly than
`‖x‖`, the net force times `‖x‖ ^ 2` approaches `M` times the outward unit vector. -/
theorem netForce_asymptotics {M : ℕ} (a : Fin M → Space3 → Space3)
    (ha : ∀ i, Tendsto (fun x => ‖a i x‖ / ‖x‖) (cobounded Space3) (𝓝 0)) :
    Tendsto (fun x => ‖x‖ ^ 2 • netForce a x - (M : ℝ) • (‖x‖⁻¹ • x))
      (cobounded Space3) (𝓝 0) := by
  have h := tendsto_finsetSum Finset.univ
    (fun i _ => coulombForce_asymptotics (a i) (ha i))
  rw [Finset.sum_const_zero] at h
  refine h.congr (fun x => ?_)
  simp only [netForce, Finset.smul_sum, Finset.sum_sub_distrib, Finset.sum_const,
    Finset.card_univ, Fintype.card_fin, Nat.cast_smul_eq_nsmul]

/-- If all `M` co-moving electrons have distances from the origin that grow more slowly than
`‖x‖`, the radial force times `‖x‖ ^ 2` tends to `M`. -/
theorem radialForce_tendsto_of_sublinear {M : ℕ} (a : Fin M → Space3 → Space3)
    (ha : ∀ i, Tendsto (fun x => ‖a i x‖ / ‖x‖) (cobounded Space3) (𝓝 0)) :
    Tendsto (fun x => ‖x‖ ^ 2 * radialForce a x) (cobounded Space3) (𝓝 (M : ℝ)) := by
  have key : ∀ (u F : Space3) (c m : ℝ), ‖u‖ = 1 →
      inner ℝ u (c • F - m • u) = c * inner ℝ u F - m := by
    intro u F c m hu
    rw [inner_sub_right, real_inner_smul_right, real_inner_smul_right,
      real_inner_self_eq_norm_sq, hu]
    ring
  have h : Tendsto (fun x => ‖x‖ ^ 2 * radialForce a x - M) (cobounded Space3) (𝓝 0) := by
    refine squeeze_zero_norm' ?_
      (tendsto_zero_iff_norm_tendsto_zero.1 (netForce_asymptotics a ha))
    filter_upwards [tendsto_norm_cobounded_atTop.eventually_gt_atTop 0] with x hx
    have hu : ‖‖x‖⁻¹ • x‖ = 1 := by
      rw [norm_smul, norm_inv, norm_norm, inv_mul_cancel₀ hx.ne']
    -- projecting on a unit vector does not increase the error
    rw [radialForce, ← key _ _ _ _ hu]
    exact (norm_inner_le_norm _ _).trans_eq (by rw [hu, one_mul])
  simpa using h.add_const (M : ℝ)

/-- If the positions of the `M = N - 1` co-moving electrons stay bounded as `x` goes to
infinity, the radial component of the net Coulomb force times `‖x‖ ^ 2` tends to `M`. -/
theorem radialForce_tendsto {M : ℕ} (a : Fin M → Space3 → Space3)
    (ha : ∀ i, ∃ C : ℝ, ∀ᶠ x in cobounded Space3, ‖a i x‖ ≤ C) :
    Tendsto (fun x => ‖x‖ ^ 2 * radialForce a x) (cobounded Space3) (𝓝 (M : ℝ)) := by
  refine radialForce_tendsto_of_sublinear a (fun i => ?_)
  obtain ⟨C, hC⟩ := ha i
  refine squeeze_zero_norm' ?_ (tendsto_norm_cobounded_atTop.const_div_atTop C)
  filter_upwards [hC] with x hx
  rw [Real.norm_eq_abs, abs_of_nonneg (by positivity)]
  gcongr

/-- Let the `M` co-moving positions stay bounded, and let a potential `v` vanish at infinity
and have gradient minus the net force far out. Then `r * v` tends to `M` along every ray. -/
theorem potential_tail {M : ℕ} (a : Fin M → Space3 → Space3)
    (ha : ∀ i, ∃ C : ℝ, ∀ᶠ x in cobounded Space3, ‖a i x‖ ≤ C) (v : Space3 → ℝ)
    (hgrad : ∀ᶠ x in cobounded Space3, HasGradientAt v (-netForce a x) x)
    (hv : Tendsto v (cobounded Space3) (𝓝 0)) (e : Space3) (he : ‖e‖ = 1) :
    Tendsto (fun r : ℝ => r * v (r • e)) atTop (𝓝 (M : ℝ)) := by
  have hray : Tendsto (fun r : ℝ => r • e) atTop (cobounded Space3) := by
    rw [← tendsto_norm_atTop_iff_cobounded]
    refine tendsto_abs_atTop_atTop.congr (fun r => ?_)
    rw [norm_smul, he, mul_one, Real.norm_eq_abs]
  -- the slope of the potential along the ray is minus the radial force
  have hd : ∀ᶠ r : ℝ in atTop,
      HasDerivAt (fun r : ℝ => v (r • e)) (-radialForce a (r • e)) r := by
    filter_upwards [hray.eventually hgrad, eventually_gt_atTop (0 : ℝ)] with r hr hpos
    have hline : HasDerivAt (fun r : ℝ => r • e) e r := by
      simpa using (hasDerivAt_id r).smul_const e
    have hu : ‖r • e‖⁻¹ • (r • e) = e := by
      rw [norm_smul, he, mul_one, Real.norm_of_nonneg hpos.le, smul_smul,
        inv_mul_cancel₀ hpos.ne', one_smul]
    refine (hr.hasFDerivAt.comp_hasDerivAt r hline).congr_deriv ?_
    change inner ℝ (-netForce a (r • e)) e = _
    rw [radialForce, hu, inner_neg_left, real_inner_comm]
  have hi : ∀ᶠ r : ℝ in atTop, HasDerivAt (fun r : ℝ => r⁻¹) (-(r ^ 2)⁻¹) r := by
    filter_upwards [eventually_gt_atTop (0 : ℝ)] with r hr
    exact hasDerivAt_inv hr.ne'
  have hi' : ∀ᶠ r : ℝ in atTop, -(r ^ 2)⁻¹ ≠ 0 := by
    filter_upwards [eventually_gt_atTop (0 : ℝ)] with r hr
    exact neg_ne_zero.2 (inv_ne_zero (pow_ne_zero 2 hr.ne'))
  have hq : Tendsto (fun r : ℝ => -radialForce a (r • e) / -(r ^ 2)⁻¹) atTop
      (𝓝 (M : ℝ)) := by
    refine ((radialForce_tendsto a ha).comp hray).congr (fun r => ?_)
    change ‖r • e‖ ^ 2 * radialForce a (r • e) = _
    rw [norm_smul, he, mul_one, Real.norm_eq_abs, sq_abs, neg_div_neg_eq,
      div_inv_eq_mul, mul_comm]
  -- l'Hôpital's rule for v / (1 / r)
  have h := HasDerivAt.lhopital_zero_atTop hd hi hi' (hv.comp hray)
    tendsto_inv_atTop_zero hq
  refine h.congr (fun r => ?_)

  rw [div_inv_eq_mul, mul_comm]

/-- For one electron fixed at `c`, the potential `1 / ‖x - c‖` has gradient minus the net
force at every `x ≠ c`, and it vanishes at infinity. -/
theorem potential_tail_witness (c : Space3) :
    (∀ x, x ≠ c → HasGradientAt (fun y : Space3 => ‖y - c‖⁻¹)
      (-netForce (fun (_ : Fin 1) _ => c) x) x) ∧
    Tendsto (fun y : Space3 => ‖y - c‖⁻¹) (cobounded Space3) (𝓝 0) := by
  constructor
  · intro x hx
    have hn : ‖x - c‖ ≠ 0 := norm_ne_zero_iff.2 (sub_ne_zero.2 hx)
    have h1 := ((hasFDerivAt_id (𝕜 := ℝ) x).sub_const c).norm_sq
    have h2 : HasDerivAt (fun t : ℝ => (√t)⁻¹) (-(‖x - c‖ ^ 3)⁻¹ / 2) (‖x - c‖ ^ 2) := by
      have h := (Real.hasDerivAt_sqrt (pow_ne_zero 2 hn)).inv
        (by rw [Real.sqrt_sq (norm_nonneg _)]; exact hn)
      refine HasDerivAt.congr_deriv h ?_
      rw [Real.sqrt_sq (norm_nonneg _)]
      field_simp
    rw [hasGradientAt_iff_hasFDerivAt]
    have hf : (fun y : Space3 => ‖y - c‖⁻¹)
        = (fun t : ℝ => (√t)⁻¹) ∘ fun y : Space3 => ‖id y - c‖ ^ 2 := by
      funext y
      change ‖y - c‖⁻¹ = (√(‖y - c‖ ^ 2))⁻¹
      rw [Real.sqrt_sq (norm_nonneg _)]
    rw [hf]
    refine (h2.comp_hasFDerivAt x h1).congr_fderiv (ContinuousLinearMap.ext fun z => ?_)
    change (-(‖x - c‖ ^ 3)⁻¹ / 2) * ((2 : ℕ) • inner ℝ (x - c) z)
      = inner ℝ (-netForce (fun (_ : Fin 1) _ => c) x) z
    simp only [netForce, coulombForce, Finset.univ_unique, Finset.sum_singleton,
      inner_neg_left, real_inner_smul_left, nsmul_eq_mul, Nat.cast_ofNat]
    ring
  · have h := tendsto_atTop_add_const_right (cobounded Space3) (-‖c‖)
      tendsto_norm_cobounded_atTop
    refine tendsto_inv_atTop_zero.comp (tendsto_atTop_mono (fun y => ?_) h)
    linarith [norm_sub_norm_le y c]

/-- For one co-moving electron at the antipodal point `-x`, the radial force times
`‖x‖ ^ 2` equals `1 / 4` at every `x ≠ 0`. -/
theorem radialForce_antipodal (x : Space3) (hx : x ≠ 0) :
    ‖x‖ ^ 2 * radialForce (fun (_ : Fin 1) y => -y) x = 1 / 4 := by
  have hn : ‖x‖ ≠ 0 := norm_ne_zero_iff.2 hx
  have e : x - -x = (2 : ℝ) • x := by module
  have h2 : ‖(2 : ℝ) • x‖ = 2 * ‖x‖ := by
    rw [norm_smul, Real.norm_of_nonneg (by norm_num)]
  simp only [radialForce, netForce, coulombForce, Finset.univ_unique,
    Finset.sum_singleton, e, h2, real_inner_smul_left, real_inner_smul_right,
    real_inner_self_eq_norm_sq]
  field_simp
  norm_num

end

end StrongCouplingTail
```

```lean
#print axioms StrongCouplingTail.radialForce_tendsto
#print axioms StrongCouplingTail.potential_tail
#print axioms StrongCouplingTail.radialForce_antipodal
```

```
'StrongCouplingTail.radialForce_tendsto' depends on axioms: [propext, Classical.choice, Quot.sound]
'StrongCouplingTail.potential_tail' depends on axioms: [propext, Classical.choice, Quot.sound]
'StrongCouplingTail.radialForce_antipodal' depends on axioms: [propext, Classical.choice, Quot.sound]
```

## The limit in all directions at once

`Space3` is Euclidean \(\mathbb R^3\), and `a i x` is the position \(a_i(x)\), with `i` running over the \(M\) elements of `Fin M`. `netForce a x` is the vector

\[
F(x)=\sum_i \frac{x-a_i(x)}{\|x-a_i(x)\|^3},
\]

and `radialForce a x` is its inner product with \(x/\|x\|\), positive when the force points outwards.

The main theorem, `radialForce_tendsto`, says that \(\|x\|^2\) times the radial force tends to \(M\). Its hypothesis is that each \(a_i\) has a constant \(C\) with \(\|a_i(x)\|\le C\) for all \(x\) far enough out. The \(a_i\) need not be continuous.

The filter `cobounded Space3` expresses "\(x\) goes to infinity": a property holds eventually if it holds outside some bounded set. The limit is therefore uniform in direction. Far out, \(x\) is neither zero nor equal to any \(a_i(x)\), so the values that Lean assigns to divisions by zero play no part.

## The strong-coupling picture

In the strictly-correlated-electrons ansatz for the strong-coupling limit of density functional theory, the position of one electron is taken to fix those of the others. The net repulsion is then encoded in a one-body potential \(v\) with \(\nabla v=-F\), which plays the role of the Hartree–exchange–correlation potential. For this classical model with bounded co-moving positions, the result supplies the force behind the \((N-1)/r\) tail, a condition against which approximate potentials can be compared.

Boundedness stands for the physical picture that the remaining electrons stay near the system when one is taken far away. It is assumed here and not derived from a density. The file also does not construct the functions \(a_i\) or require them to reproduce a density.

`potential_tail` passes from force to potential. It assumes that \(v\) vanishes at infinity and satisfies \(\nabla v=-F\) far out, and concludes that \(r\,v(re)\to M\) for every fixed unit vector \(e\). This limit is stated ray by ray.

## One distant electron and one companion

Take a single companion at \(a(x)\) and write

\[
r=\|x\|,\qquad u=\frac{x}{r},\qquad w=\frac{a(x)}{r},\qquad s=\frac{\|x-a(x)\|}{r}.
\]

Suppose only that \(\|w\|\to0\), so that the companion's distance from the origin grows more slowly than \(r\). The triangle inequality gives

\[
|s-1|=\frac{\bigl|\|x-a(x)\|-\|x\|\bigr|}{r}\le\frac{\|a(x)\|}{r}=\|w\|\to0 ,
\]

hence \(s\to1\) and \(s^{-3}\to1\). Since \(x-a(x)=r(u-w)\) and \(\|x-a(x)\|^3=r^3s^3\), the scaled force is

\[
r^2\,\frac{x-a(x)}{\|x-a(x)\|^3}=s^{-3}(u-w).
\]

Its distance from \(u\) splits into a change of strength and a displacement:

\[
s^{-3}(u-w)-u=(s^{-3}-1)\,u-s^{-3}w .
\]

Because \(\|u\|=1\), the norm of the right-hand side is at most \(|s^{-3}-1|+s^{-3}\|w\|\), which tends to zero.

This is `coulombForce_asymptotics`. There `hs` is the limit \(s\to1\), `hk` is \(s^{-3}\to1\), and `key` is the splitting, which the tactic `module` verifies as an identity between vectors.

## Summing, projecting and using the bound

Adding the \(M\) single-electron limits gives \(r^2F(x)-Mu\to0\), which is `netForce_asymptotics`. Projection on \(u\) then yields

\[
\bigl|r^2\,u\cdot F(x)-M\bigr|=\bigl|u\cdot(r^2F(x)-Mu)\bigr|\le\|r^2F(x)-Mu\|\to0
\]

by the Cauchy–Schwarz inequality. This is `radialForce_tendsto_of_sublinear`. Bounded positions satisfy its hypothesis, since \(\|a_i(x)\|/r\le C/r\to0\), and the main theorem follows.

## The squeeze that carries the limits

The proof turns on Mathlib's `squeeze_zero_norm'`: if \(\|f(x)\|\le g(x)\) eventually and \(g\to0\), then \(f\to0\). The function \(f\) may be vector-valued, while \(g\) is real. A limit of force vectors is thereby reduced to one inequality between numbers.

The prime marks the version in which the inequality need hold only eventually. That is what allows the proof to divide by \(\|x\|\): `filter_upwards [hpos]` restricts attention to points with \(\|x\|>0\). The lemma serves for \(s\to1\), for the force error, for the projection and for the bound \(C/r\).

## From the force to the potential

Along a ray, the chain rule gives

\[
\frac{d}{dr}v(re)=\nabla v(re)\cdot e=-F(re)\cdot e,
\qquad
\frac{d}{dr}\frac1r=-\frac1{r^2}.
\]

The quotient of these derivatives is \(r^2F(re)\cdot e\), which tends to \(M\) by the main theorem. Both \(v(re)\) and \(1/r\) tend to zero, so l'Hôpital's rule gives

\[
r\,v(re)=\frac{v(re)}{1/r}\to M .
\]

In the Lean proof, `hd` and `hi` are the two derivatives and `hq` is the limit of their quotient.

## A fixed companion and an antipodal one

`potential_tail_witness` supplies a concrete potential for one companion fixed at \(c\). The function \(v(x)=1/\|x-c\|\) has gradient \(-(x-c)/\|x-c\|^3\) away from \(c\), and it vanishes at infinity because \(\|x-c\|\ge\|x\|-\|c\|\). The proof differentiates it as \(t\mapsto1/\sqrt t\) composed with \(\|x-c\|^2\).

`radialForce_antipodal` shows what can happen when a companion recedes as fast as the electron itself. For \(a(x)=-x\) and \(x\ne0\), the separation is \(2x\), so

\[
r^2\,u\cdot\frac{2x}{(2r)^3}=\frac14 .
\]

The scaled force stays at \(1/4\) and does not approach \(1\), so slower-than-linear growth cannot in general be relaxed to linear growth.
